# A one-to-one scaling function gives a single crossing, and nonzero slopes there give $\nu$

We take the finite-size scaling form to be exact. A dimensionless observable, measured in a system of linear size $L > 0$ at control parameter $x$ (a temperature or a coupling, say), is

$$f(L,x) = g\big(L^{1/\nu}(x - x_c)\big),$$

with one scaling function $g:\mathbb{R}\to\mathbb{R}$ for all sizes, a critical point $x_c$ and an exponent $\nu > 0$. The exponent stands for the divergence of the correlation length of the infinite system, $\xi \sim |x-x_c|^{-\nu}$, so on each side of $x_c$ the absolute value of the argument of $g$ is proportional to $(L/\xi)^{1/\nu}$, and its sign tells the side. The form is postulated here, not derived from a microscopic model.

Suppose that $g$ is one-to-one, as any strictly monotone function is, and that it has a nonzero derivative $g'(0)$, meaning that a finite system responds to first order when $x$ moves away from $x_c$. Then the curves of two distinct positive sizes $L$ and $L'$ agree only at $x_c$, and

$$\nu = \frac{\log(L'/L)}{\log(s_{L'}/s_L)},$$

where $s_L$ is the slope $\partial f/\partial x$ at $x_c$ for size $L$. For simulation data that follow this form with such a $g$, without corrections or noise, a crossing therefore locates the critical point, and two slopes there determine the exponent.

## The crossing and the exponent by hand

If the two curves agree at $x$, then $g$ takes equal values at $L^{1/\nu}(x-x_c)$ and $L'^{1/\nu}(x-x_c)$. Since $g$ is one-to-one, the arguments are equal:

$$\big(L^{1/\nu} - L'^{1/\nu}\big)(x - x_c) = 0.$$

A positive power is strictly increasing on positive numbers, so the first factor is nonzero and $x = x_c$. Conversely, at $x_c$ both curves have the value $g(0)$.

By the chain rule, $s_L = L^{1/\nu} g'(0)$. The unknown factor $g'(0)$ cancels in the ratio:

$$\frac{s_{L'}}{s_L} = \left(\frac{L'}{L}\right)^{1/\nu}, \qquad \log\frac{s_{L'}}{s_L} = \frac{1}{\nu}\log\frac{L'}{L}.$$

Because $L' \neq L$, the logarithms are nonzero, and solving for $\nu$ gives the formula.

## Ordering, a second crossing, and drift

For strictly increasing $g$ and $L < L'$, the larger system has the larger value exactly when $(L'^{1/\nu} - L^{1/\nu})(x-x_c) > 0$, that is, when $x > x_c$.

A nonzero slope at zero does not by itself exclude further crossings. The function $g(u) = u - u^3/7$ has $g'(0) = 1$, but $g(1) = g(2) = 6/7$. With $\nu = 1$, the curves for sizes 1 and 2 therefore also meet at $x_c + 1$.

Finally, let $g(u) = g_0 + a u$ with $a \neq 0$, and add a correction $cL^{-\omega}$ to the observable. Equating the values for sizes $L$ and $bL$, with $b > 1$, gives

$$a\,(b^{1/\nu} - 1)\,L^{1/\nu}(x - x_c) = c\,(1 - b^{-\omega})\,L^{-\omega},$$

and hence the single crossing

$$x = x_c + \frac{c\,(1-b^{-\omega})}{a\,(b^{1/\nu}-1)}\,L^{-(\omega + 1/\nu)}.$$

For $\omega > 0$, the case of a decaying correction, the crossing approaches $x_c$ as $L$ grows at fixed $b$.

## The scaling form in Lean

```lean
import Mathlib

namespace FiniteSizeScaling
```

The definition takes the scaling function, exponent, critical point, size and control parameter in that order. Sizes are real numbers, so integer lattice sizes are included. The power is Mathlib's real power. There is no prefactor $L^{\kappa}$, so an observable that carries one must be rescaled first.

```lean
/-- The finite-size scaling form `g (L^(1/ν) (x - xc))` of a dimensionless observable at
size `L > 0` and control parameter `x`, with exponent `ν ≠ 0` and critical point `xc`. -/
noncomputable def scalingCurve (g : ℝ → ℝ) (ν xc L x : ℝ) : ℝ :=
  g (L ^ (1 / ν) * (x - xc))
```

## Equal values only at the critical point

The hypothesis `Function.Injective g` says that $g$ is one-to-one; no continuity is needed for this part. The conclusion is an equivalence for every real `x`.

```lean
/-- For a one-to-one scaling function and `ν > 0`, the curves of two distinct positive sizes
take the same value at the critical point and nowhere else. -/
theorem crossing_iff {g : ℝ → ℝ} {ν xc L L' : ℝ} (hν : 0 < ν) (hL : 0 < L) (hL' : 0 < L')
    (hne : L ≠ L') (hg : Function.Injective g) (x : ℝ) :
    scalingCurve g ν xc L x = scalingCurve g ν xc L' x ↔ x = xc := by
  have hexp : 0 < 1 / ν := one_div_pos.mpr hν
  -- distinct sizes stretch the axis by distinct factors
  have hpow : L ^ (1 / ν) - L' ^ (1 / ν) ≠ 0 := by
    rcases lt_or_gt_of_ne hne with h | h
    · exact (sub_neg.mpr (Real.rpow_lt_rpow hL.le h hexp)).ne
    · exact (sub_pos.mpr (Real.rpow_lt_rpow hL'.le h hexp)).ne'
  constructor
  · intro h
    have h1 : L ^ (1 / ν) * (x - xc) = L' ^ (1 / ν) * (x - xc) := hg h
    have h2 : (L ^ (1 / ν) - L' ^ (1 / ν)) * (x - xc) = 0 := by
      linear_combination h1
    exact sub_eq_zero.mp ((mul_eq_zero.mp h2).resolve_left hpow)
  · intro h
    simp [scalingCurve, h]
```

Here `hpow` records that the two stretching factors differ, with one case for each order of the sizes. Applying `hg` to the equality of values gives the equality of arguments, `h2` factors it, and `mul_eq_zero` leaves $x - x_c = 0$.

## Slopes from the chain rule

In Lean `g'` is a number, and `HasDerivAt g g' 0` says that it is the derivative of $g$ at zero. Differentiability is assumed at that point only.

```lean
/-- If the scaling function has slope `g'` at zero, the curve of size `L` has slope
`L^(1/ν) g'` at the critical point. -/
theorem hasDerivAt_critical {g : ℝ → ℝ} {g' : ℝ} (ν xc L : ℝ) (hd : HasDerivAt g g' 0) :
    HasDerivAt (scalingCurve g ν xc L) (L ^ (1 / ν) * g') xc := by
  have h1 : HasDerivAt (fun x : ℝ => L ^ (1 / ν) * (x - xc)) (L ^ (1 / ν)) xc :=
    (((hasDerivAt_id' xc).sub_const xc).const_mul (L ^ (1 / ν))).congr_deriv (mul_one _)
  have h2 : HasDerivAt (g ∘ fun x : ℝ => L ^ (1 / ν) * (x - xc))
      (g' * L ^ (1 / ν)) xc :=
    HasDerivAt.comp xc (by simpa using hd) h1
  exact h2.congr_deriv (mul_comm _ _)
```

The proof differentiates the inner linear function in `h1` and composes it with $g$ in `h2`. The next lemma inserts this slope for both sizes, splits the power of the quotient $L'/L$ and cancels `g'`.

```lean
/-- For positive sizes and a scaling function with nonzero slope at zero, the ratio of the
slopes at the critical point is `(L'/L)^(1/ν)`. -/
theorem slope_ratio {g : ℝ → ℝ} {g' L L' : ℝ} (ν xc : ℝ) (hL : 0 < L) (hL' : 0 < L')
    (hd : HasDerivAt g g' 0) (hg' : g' ≠ 0) :
    deriv (scalingCurve g ν xc L') xc / deriv (scalingCurve g ν xc L) xc
      = (L' / L) ^ (1 / ν) := by
  rw [(hasDerivAt_critical ν xc L' hd).deriv, (hasDerivAt_critical ν xc L hd).deriv,
    Real.div_rpow hL'.le hL.le, mul_div_mul_right _ _ hg']
```

## The exponent from two slopes

The main theorem joins the two conclusions. Its slopes are actual derivatives, written with `deriv`, and the larger size may be either `L` or `L'`.

```lean
/-- Let `ν > 0` and let the scaling function be one-to-one with nonzero slope at zero. Then the
curves of two distinct positive sizes cross only at `xc`, and `ν` is the logarithm of the size
ratio divided by the logarithm of the slope ratio at `xc`. -/
theorem crossing_and_exponent {g : ℝ → ℝ} {g' ν xc L L' : ℝ} (hν : 0 < ν) (hL : 0 < L)
    (hL' : 0 < L') (hne : L ≠ L') (hg : Function.Injective g)
    (hd : HasDerivAt g g' 0) (hg' : g' ≠ 0) :
    (∀ x, scalingCurve g ν xc L x = scalingCurve g ν xc L' x ↔ x = xc) ∧
    ν = Real.log (L' / L) /
      Real.log (deriv (scalingCurve g ν xc L') xc / deriv (scalingCurve g ν xc L) xc) := by
  refine ⟨crossing_iff hν hL hL' hne hg, ?_⟩
  have hq : 0 < L' / L := div_pos hL' hL
  have hlog : Real.log (L' / L) ≠ 0 :=
    Real.log_ne_zero_of_pos_of_ne_one hq
      (fun h => hne ((div_eq_one_iff_eq hL.ne').mp h).symm)
  -- the logarithm turns the power 1/ν into a factor
  rw [slope_ratio ν xc hL hL' hd hg', Real.log_rpow hq]
  generalize Real.log (L' / L) = q at hlog ⊢
  field_simp
```

The first part is `crossing_iff`. For the second, `hlog` shows that $\log(L'/L) \neq 0$, `Real.log_rpow` brings down the factor $1/\nu$, and `field_simp` solves the remaining fraction. The theorem concerns exact slopes at $x_c$ and does not treat statistical errors or slopes estimated at a displaced crossing.

## Which curve lies above

`StrictMono` means strictly increasing, so this result, unlike the previous one, does not cover decreasing $g$.

```lean
/-- For a strictly increasing scaling function, `ν > 0` and sizes `0 < L < L'`, the larger
system has the larger value exactly when `x` lies above the critical point. -/
theorem larger_system_above_iff {g : ℝ → ℝ} {ν xc L L' : ℝ} (hν : 0 < ν) (hL : 0 < L)
    (hlt : L < L') (hg : StrictMono g) (x : ℝ) :
    scalingCurve g ν xc L x < scalingCurve g ν xc L' x ↔ xc < x := by
  have hpow : L ^ (1 / ν) < L' ^ (1 / ν) :=
    Real.rpow_lt_rpow hL.le hlt (one_div_pos.mpr hν)
  unfold scalingCurve
  rw [hg.lt_iff_lt]
  constructor
  · intro h
    by_contra hc
    nlinarith [mul_nonneg (sub_nonneg.mpr hpow.le) (sub_nonneg.mpr (not_lt.mp hc))]
  · intro h
    exact mul_lt_mul_of_pos_right hpow (sub_pos.mpr h)
```

Monotonicity reduces the comparison of values to one of arguments. If $x \le x_c$, the larger factor cannot give the larger argument, which `nlinarith` turns into a contradiction; if $x > x_c$, multiplying by the positive $x-x_c$ preserves the inequality.

## A scaling function with a second crossing

The two parts of this theorem are the slope at zero and the equality of values at $x_c+1$, both settled by direct calculation.

```lean
/-- The scaling function `u - u³/7` has slope one at zero, but with `ν = 1` its curves for
sizes 1 and 2 also meet at `xc + 1`. -/
theorem spurious_crossing (xc : ℝ) :
    HasDerivAt (fun u : ℝ => u - u ^ 3 / 7) 1 0 ∧
    scalingCurve (fun u => u - u ^ 3 / 7) 1 xc 1 (xc + 1)
      = scalingCurve (fun u => u - u ^ 3 / 7) 1 xc 2 (xc + 1) := by
  constructor
  · have h := (hasDerivAt_id' (0 : ℝ)).fun_sub ((hasDerivAt_pow 3 (0 : ℝ)).div_const 7)
    exact h.congr_deriv (by norm_num)
  · norm_num [scalingCurve]
```

## Drift caused by a correction to scaling

The last theorem treats the linear scaling function with a single power-law correction. It allows any real `c` and `ω`; if either is zero, the displacement vanishes.

```lean
/-- For a linear scaling function of slope `a ≠ 0`, `ν > 0` and an added correction `c L^(-ω)`,
the curves of sizes `L > 0` and `b L` with `b > 1` cross at exactly one point, displaced from
`xc` by a constant times `L^(-(ω + 1/ν))`. -/
theorem crossing_drift {a b ν L : ℝ} (g₀ c ω xc : ℝ) (ha : a ≠ 0) (hb : 1 < b)
    (hν : 0 < ν) (hL : 0 < L) (x : ℝ) :
    scalingCurve (fun u => g₀ + a * u) ν xc L x + c * L ^ (-ω)
        = scalingCurve (fun u => g₀ + a * u) ν xc (b * L) x + c * (b * L) ^ (-ω) ↔
      x = xc + c * (1 - b ^ (-ω)) / (a * (b ^ (1 / ν) - 1)) * L ^ (-(ω + 1 / ν)) := by
  have hb0 : 0 < b := by linarith
  have hB : b ^ (1 / ν) - 1 ≠ 0 :=
    (sub_pos.mpr (Real.one_lt_rpow hb (one_div_pos.mpr hν))).ne'
  have hD : a * (b ^ (1 / ν) - 1) * L ^ (1 / ν) ≠ 0 :=
    mul_ne_zero (mul_ne_zero ha hB) (Real.rpow_pos_of_pos hL _).ne'
  have hpow : L ^ (-(ω + 1 / ν)) = L ^ (-ω) / L ^ (1 / ν) := by
    rw [← Real.rpow_sub hL]
    congr 1
    ring
  -- clear the denominators in the claimed crossing point
  have hx : x = xc + c * (1 - b ^ (-ω)) / (a * (b ^ (1 / ν) - 1))
        * (L ^ (-ω) / L ^ (1 / ν)) ↔
      (x - xc) * (a * (b ^ (1 / ν) - 1) * L ^ (1 / ν))
        = c * (1 - b ^ (-ω)) * L ^ (-ω) := by
    rw [div_mul_div_comm, ← sub_eq_iff_eq_add', eq_div_iff hD]
  rw [hpow, hx]
  simp only [scalingCurve]
  rw [Real.mul_rpow hb0.le hL.le, Real.mul_rpow hb0.le hL.le]
  constructor <;> intro h <;> linear_combination (-1 : ℝ) * h

end FiniteSizeScaling
```

The step `hpow` splits the power of $L$, and `hx` multiplies the claimed crossing point through by the nonzero denominator from `hD`. What remains is the equation obtained above by equating the two curves, and `linear_combination` verifies it in both directions.

```lean
#print axioms FiniteSizeScaling.crossing_and_exponent
-- 'FiniteSizeScaling.crossing_and_exponent' depends on axioms: [propext, Classical.choice, Quot.sound]
#print axioms FiniteSizeScaling.larger_system_above_iff
-- 'FiniteSizeScaling.larger_system_above_iff' depends on axioms: [propext, Classical.choice, Quot.sound]
#print axioms FiniteSizeScaling.spurious_crossing
-- 'FiniteSizeScaling.spurious_crossing' depends on axioms: [propext, Classical.choice, Quot.sound]
#print axioms FiniteSizeScaling.crossing_drift
-- 'FiniteSizeScaling.crossing_drift' depends on axioms: [propext, Classical.choice, Quot.sound]
```
